# For one particle on an odd ring of L ≥ 3 sites, the partition function first depends on the hopping sign at order (βt)^L

Q: A single particle hops between neighbouring sites of a ring. If the number of sites L is even, I can flip the sign of every second site orbital, and the sign of the hopping amplitude t disappears from the spectrum. If L is odd, the signs do not match up where the ring closes, so t and −t are different systems. Yet a hot particle makes few hops and should hardly notice that the ring closes. At what order in βt does it notice?

A: At order L. Take H = −tK, where K is the adjacency matrix of the ring, and set x = βt. Then

Z(x) = Tr exp(xK) = Σₙ xⁿ Tr(Kⁿ)/n!

and reversing t replaces x by −x. The even orders cancel in the difference:

Z(x) − Z(−x) = Σₙ (1 − (−1)ⁿ) xⁿ Tr(Kⁿ)/n!

The entries of K are 0 and 1, so Tr(Kⁿ) counts closed paths of n hops, each with its starting site. We need the first odd n for which there are any.

Q: Count them explicitly, please.

A: Let T be the translation by one site. For L ≥ 3 we have K = T + T⁻¹, and the two terms commute. With m forward hops among n,

Kⁿ = Σₘ C(n,m) T^(2m−n), m = 0, …, n.

A translation by d sites has trace L if L divides d, and trace 0 otherwise. Only those m survive for which 2m − n is a multiple of L.

Let n be odd. Then 2m − n is odd, hence not zero, and it lies between −n and n. If n < L, no multiple of L is available and Tr(Kⁿ) = 0. If n = L, the only possibilities are −L and L, that is m = 0 and m = L: all hops backward or all hops forward, once round the ring. Each contributes L, so Tr(K^L) = 2L. The leading coefficient is

2 · 2L/L! = 4/(L−1)!

After division by x^L, the remaining terms carry at least one factor of x. For |x| ≤ 1 they are bounded by |x| times a convergent sum, so they vanish in the limit:

(Z(x) − Z(−x))/x^L → 4/(L−1)! as x → 0.

Q: Try it on a triangle.

A: For L = 3 the eigenvalues of K are 2, −1 and −1, so

Z(x) − Z(−x) = 2 sinh(2x) − 4 sinh(x) = 2x³ + higher orders,

and 4/2! = 2.

Q: I accept the physics. My doubt is about the Lean version: is its matrix really this ring?

A: Here is the definition. The sites are `ZMod L`, the integers modulo L, so the step from the last site to the first is built in.

```lean
import Mathlib

open Filter Topology

namespace RingHoppingSign

noncomputable section

/-- The adjacency matrix of a ring of sites labelled by the integers modulo `L`:
the entry is one when the two sites differ by one step, and zero otherwise. -/
def ringHop (L : ℕ) : Matrix (ZMod L) (ZMod L) ℝ :=
  Matrix.of fun i j => if j = i + 1 ∨ i = j + 1 then 1 else 0
```

The entry is 1 exactly when one site is the successor of the other. For L ≥ 2 the diagonal is zero, so there is no on-site energy, and no hop goes beyond a nearest neighbour. Translations get a matrix too, with rows labelling the starting site:

```lean
/-- The translation of the ring by `a` sites, as a matrix. -/
def shift (L : ℕ) (a : ZMod L) : Matrix (ZMod L) (ZMod L) ℝ :=
  Matrix.of fun i j => if j = i + a then 1 else 0
```

Q: And the partition function?

A: It is the trace of the actual matrix exponential, not of a truncated series or a Trotter product.

```lean
/-- The partition function `Tr exp(xK)` of one particle hopping on the ring,
where `x` is the inverse temperature times the hopping amplitude. -/
def partitionFn (L : ℕ) [NeZero L] (x : ℝ) : ℝ :=
  (NormedSpace.exp (x • ringHop L)).trace
```

Temperature and hopping amplitude enter only through the real number `x`. The reading x = βt, with H = −tK, is ours. The trace runs over the L states of one particle, so there is no interaction and no exchange.

Q: Then show me that the path counting survives formalisation.

A: It starts with the algebra of translations: displacements add, and n repetitions multiply the displacement by n. The second statement follows from the first by induction.

```lean
variable {L : ℕ} [NeZero L]

/-- Two successive translations are a translation by the sum of the displacements. -/
theorem shift_mul (a b : ZMod L) : shift L a * shift L b = shift L (a + b) := by
  ext i j
  simp only [shift, Matrix.mul_apply, Matrix.of_apply, ite_mul, one_mul, zero_mul,
    Finset.sum_ite_eq', Finset.mem_univ, if_true, add_assoc]

/-- Repeating a translation `n` times multiplies its displacement by `n`. -/
theorem shift_pow (a : ZMod L) (n : ℕ) : shift L a ^ n = shift L (n * a) := by
  induction n with
  | zero =>
    ext i j
    simp [shift, Matrix.one_apply, eq_comm]
  | succ n ih =>
    rw [pow_succ, ih, shift_mul]
    congr 1
    push_cast
    ring
```

The trace rule comes next. If the displacement `a` is not zero, no site is mapped to itself, and every diagonal entry vanishes.

```lean
/-- A translation has trace `L` if its displacement vanishes modulo `L`, and trace zero
otherwise. -/
theorem trace_shift (a : ZMod L) : (shift L a).trace = if a = 0 then (L : ℝ) else 0 := by
  by_cases h : a = 0
  · subst h
    simp [shift, Matrix.trace, ZMod.card]
  · rw [if_neg h]
    refine Finset.sum_eq_zero fun i _ => ?_
    have hi : ¬ i = i + a := fun hi => h (by linear_combination -hi)
    simp only [shift, Matrix.diag_apply, Matrix.of_apply, if_neg hi]
```

Q: Where does L ≥ 3 enter?

A: In the splitting of K into a forward and a backward step. On two sites both steps lead to the same neighbour, and the sum would give 2 where K has 1. The proof rules this out in `hnot`: if the two neighbours coincided, L would divide 2.

```lean
omit [NeZero L] in
/-- On a ring of at least three sites, hopping is the sum of one step forward and one step
backward. -/
theorem ringHop_eq (hL : 3 ≤ L) : ringHop L = shift L 1 + shift L (-1) := by
  ext i j
  have hb : (j = i + -1) ↔ i = j + 1 :=
    ⟨fun h => by linear_combination -h, fun h => by linear_combination -h⟩
  -- the two neighbours of a site are distinct
  have hnot : ¬ (j = i + 1 ∧ i = j + 1) := by
    rintro ⟨h1, h2⟩
    have h : ((2 : ℕ) : ZMod L) = 0 := by
      push_cast
      linear_combination -h1 - h2
    have := Nat.le_of_dvd (by norm_num) ((CharP.cast_eq_zero_iff (ZMod L) L 2).1 h)
    omega
  simp only [ringHop, shift, Matrix.add_apply, Matrix.of_apply, hb]
  split_ifs <;> first | (exfalso; tauto) | norm_num
```

Now the binomial theorem applies. In the next proof `hc` says that the two steps commute, and `key` translates "the net displacement is zero on the ring" into "L divides 2m − n" as a statement about integers.

```lean
/-- On a ring of at least three sites, the trace of the `n`-th power of the hopping matrix is a sum
over the number `m` of forward hops among `n`: the term is `L` times the binomial coefficient `n`
over `m` if the net displacement `2m - n` is a multiple of `L`, and zero otherwise. -/
theorem trace_pow (hL : 3 ≤ L) (n : ℕ) :
    (ringHop L ^ n).trace = ∑ m ∈ Finset.range (n + 1),
      if (L : ℤ) ∣ 2 * (m : ℤ) - n then (n.choose m : ℝ) * L else 0 := by
  have hc : Commute (shift L 1) (shift L (-1)) := by
    rw [commute_iff_eq, shift_mul, shift_mul, add_comm]
  rw [ringHop_eq hL, hc.add_pow, Matrix.trace_sum]
  refine Finset.sum_congr rfl fun m hm => ?_
  have hmn : m ≤ n := Nat.lt_succ_iff.1 (Finset.mem_range.1 hm)
  have key : ((m : ZMod L) * 1 + ((n - m : ℕ) : ZMod L) * (-1) = 0) ↔
      (L : ℤ) ∣ 2 * (m : ℤ) - n := by
    have e : (m : ZMod L) * 1 + ((n - m : ℕ) : ZMod L) * (-1)
        = ((2 * (m : ℤ) - n : ℤ) : ZMod L) := by
      rw [Nat.cast_sub hmn]
      push_cast
      ring
    rw [e, CharP.intCast_eq_zero_iff (ZMod L) L]
  rw [shift_pow, shift_pow, shift_mul, ← nsmul_eq_mul', Matrix.trace_smul, trace_shift]
  by_cases hd : (L : ℤ) ∣ 2 * (m : ℤ) - n
  · rw [if_pos (key.2 hd), if_pos hd, nsmul_eq_mul]
  · rw [if_neg (fun h => hd (key.1 h)), if_neg hd, smul_zero]
```

Q: So a path is never defined as an object?

A: No. Paths appear as the terms of this sum, sorted by m, and the winding number is the integer `c` in 2m − n = L·c. The next proof distinguishes its sign. If `c` is zero, parity is violated; if it is positive or negative, the displacement would have to be at least L in size, which fewer than L hops cannot reach.

```lean
/-- On a ring of at least three sites there is no closed path with an odd number of hops
smaller than `L`. -/
theorem trace_pow_of_lt (hL : 3 ≤ L) {n : ℕ} (hn : Odd n) (hnL : n < L) :
    (ringHop L ^ n).trace = 0 := by
  rw [trace_pow hL]
  refine Finset.sum_eq_zero fun m hm => if_neg ?_
  rintro ⟨c, hc⟩
  have hm' := Finset.mem_range.1 hm
  obtain ⟨k, hk⟩ := hn
  rcases lt_trichotomy c 0 with h | h | h
  · have : (L : ℤ) * c ≤ -L := by nlinarith
    omega
  · rw [h, mul_zero] at hc
    omega
  · have : (L : ℤ) ≤ L * c := by nlinarith
    omega
```

For n = L the terms m = 0 and m = L are taken out of the sum, and the same three cases eliminate everything between them.

```lean
/-- On an odd ring of at least three sites there are `2L` closed paths of `L` hops, counted
with their starting site. -/
theorem trace_pow_self (hL : 3 ≤ L) (hodd : Odd L) : (ringHop L ^ L).trace = 2 * L := by
  rw [trace_pow hL, Finset.sum_range_succ, Finset.sum_eq_single 0]
  · -- all hops backward, or all hops forward
    have h0 : (L : ℤ) ∣ 2 * ((0 : ℕ) : ℤ) - L := ⟨-1, by push_cast; ring⟩
    have h1 : (L : ℤ) ∣ 2 * (L : ℤ) - L := ⟨1, by ring⟩
    rw [if_pos h0, if_pos h1, Nat.choose_zero_right, Nat.choose_self]
    push_cast
    ring
  · intro m hm hm0
    refine if_neg ?_
    rintro ⟨c, hc⟩
    have hm' := Finset.mem_range.1 hm
    obtain ⟨k, hk⟩ := hodd
    rcases lt_trichotomy c 0 with h | h | h
    · have : (L : ℤ) * c ≤ -L := by nlinarith
      omega
    · rw [h, mul_zero] at hc
      omega
    · have : (L : ℤ) ≤ L * c := by nlinarith
      omega
  · intro h
    exact absurd (Finset.mem_range.2 (by omega)) h
```

Q: That settles the coefficients. What about the exponential and the limit?

A: The exponential series converges in a matrix norm. The trace is additive and continuous, so it may be taken term by term. This holds for any real square matrix.

```lean
/-- High-temperature expansion: `Tr exp(xA)` is the sum of `x^k Tr(A^k)/k!`, for every real
square matrix `A`. -/
theorem hasSum_trace_exp {n : Type*} [Fintype n] [DecidableEq n] (A : Matrix n n ℝ) (x : ℝ) :
    HasSum (fun k : ℕ => (A ^ k).trace / k.factorial * x ^ k)
      (NormedSpace.exp (x • A)).trace := by
  have key : ∀ k : ℕ, (A ^ k).trace / k.factorial * x ^ k
      = (((k.factorial : ℝ)⁻¹) • (x • A) ^ k).trace := fun k => by
    rw [smul_pow, Matrix.trace_smul, Matrix.trace_smul, smul_eq_mul, smul_eq_mul]
    ring
  have hs : HasSum (fun k : ℕ => ((k.factorial : ℝ)⁻¹) • (x • A) ^ k)
      (NormedSpace.exp (x • A)) := by
    let : NormedRing (Matrix n n ℝ) := Matrix.linftyOpNormedRing
    let : NormedAlgebra ℝ (Matrix n n ℝ) := Matrix.linftyOpNormedAlgebra
    exact NormedSpace.exp_series_hasSum_exp' (𝕂 := ℝ) (x • A)
  simp only [key]
  exact hs.map (Matrix.traceAddMonoidHom n ℝ) continuous_id.matrix_trace
```

The limit is a general statement about power series that converge everywhere and start at order N. The proof removes the vanishing terms, divides by x^N, and lets x tend to 0 under the sum. Dominated convergence permits this, with the absolute values of the coefficients as the bound for |x| ≤ 1.

```lean
/-- If an everywhere convergent power series has no terms below order `N`, its sum divided by
`x^N` tends to the coefficient of order `N` as `x` tends to zero through nonzero values. -/
theorem tendsto_div_pow {a : ℕ → ℝ} {f : ℝ → ℝ} (N : ℕ)
    (h : ∀ x, HasSum (fun n => a n * x ^ n) (f x)) (h0 : ∀ n < N, a n = 0) :
    Tendsto (fun x => f x / x ^ N) (𝓝[≠] 0) (𝓝 (a N)) := by
  have hs : Summable fun n => |a (n + N)| := by
    have h1 := (h 1).summable
    simp only [one_pow, mul_one] at h1
    exact ((summable_nat_add_iff N).2 h1).abs
  -- the shifted series is continuous at zero by dominated convergence
  have hg : Tendsto (fun x : ℝ => ∑' n, a (n + N) * x ^ n) (𝓝[≠] 0)
      (𝓝 (∑' n, a (n + N) * (0 : ℝ) ^ n)) := by
    refine tendsto_tsum_of_dominated_convergence hs (fun n => ?_) ?_
    · have hc : Continuous fun x : ℝ => a (n + N) * x ^ n := by fun_prop
      exact (hc.tendsto 0).mono_left nhdsWithin_le_nhds
    · filter_upwards [nhdsWithin_le_nhds (Metric.ball_mem_nhds (0 : ℝ) one_pos)] with x hx n
      have hx' : |x| ≤ 1 := by
        rw [← Real.norm_eq_abs, ← dist_zero_right]
        exact (Metric.mem_ball.1 hx).le
      rw [Real.norm_eq_abs, abs_mul, abs_pow]
      exact mul_le_of_le_one_right (abs_nonneg _) (pow_le_one₀ (abs_nonneg _) hx')
  have e : ∑' n, a (n + N) * (0 : ℝ) ^ n = a N := by
    rw [tsum_eq_single 0 (fun n hn => by simp [hn])]
    simp
  rw [e] at hg
  refine hg.congr' ?_
  filter_upwards [self_mem_nhdsWithin] with x hx
  have hx0 : x ≠ 0 := hx
  have hz : ∑ n ∈ Finset.range N, a n * x ^ n = 0 :=
    Finset.sum_eq_zero fun n hn => by rw [h0 n (Finset.mem_range.1 hn), zero_mul]
  have hsplit := (h x).summable.sum_add_tsum_nat_add N
  rw [(h x).tsum_eq, hz, zero_add] at hsplit
  rw [eq_div_iff (pow_ne_zero N hx0), ← tsum_mul_right, ← hsplit]
  exact tsum_congr fun n => by rw [pow_add]; ring
```

Q: Now the theorem itself. I asked about high temperature, so x should approach 0 from above for positive t.

A: The symbol `𝓝[≠] 0` means that x approaches 0 through nonzero values of either sign, which includes the approach from above.

```lean
/-- On an odd ring of at least three sites, the change of the partition function when the
hopping changes sign, divided by `x^L`, tends to `4/(L-1)!` as `x` tends to zero through
nonzero values. -/
theorem sign_felt_at_order_L (hL : 3 ≤ L) (hodd : Odd L) :
    Tendsto (fun x => (partitionFn L x - partitionFn L (-x)) / x ^ L) (𝓝[≠] 0)
      (𝓝 (4 / ((L - 1).factorial : ℝ))) := by
  have hsum : ∀ x : ℝ, HasSum
      (fun n : ℕ => (ringHop L ^ n).trace / n.factorial * (1 - (-1) ^ n) * x ^ n)
      (partitionFn L x - partitionFn L (-x)) := fun x => by
    have e : ∀ n : ℕ, (ringHop L ^ n).trace / n.factorial * (1 - (-1) ^ n) * x ^ n
        = (ringHop L ^ n).trace / n.factorial * x ^ n
          - (ringHop L ^ n).trace / n.factorial * (-x) ^ n := fun n => by
      rw [neg_pow x n]
      ring
    simp only [e]
    exact (hasSum_trace_exp (ringHop L) x).sub (hasSum_trace_exp (ringHop L) (-x))
  have hlim := tendsto_div_pow L hsum (fun n hn => by
    rcases Nat.even_or_odd n with he | ho
    · rw [he.neg_one_pow, sub_self, mul_zero]
    · rw [trace_pow_of_lt hL ho hn, zero_div, zero_mul])
  -- the two senses of encircling the ring fix the leading coefficient
  have hcoef : (ringHop L ^ L).trace / L.factorial * (1 - (-1) ^ L)
      = 4 / ((L - 1).factorial : ℝ) := by
    have hf : L.factorial = L * (L - 1).factorial :=
      (Nat.mul_factorial_pred (by omega)).symm
    have hL0 : (L : ℝ) ≠ 0 := Nat.cast_ne_zero.2 (by omega)

    rw [trace_pow_self hL hodd, hodd.neg_one_pow, hf, Nat.cast_mul,
      mul_comm (2 : ℝ) (L : ℝ), mul_div_mul_left _ _ hL0]
    ring
  rwa [hcoef] at hlim
```

In words: for every odd L ≥ 3, the difference of the two partition functions divided by x^L tends to 4/(L−1)!. In the proof, `hsum` subtracts the two series, `hlim` applies the power-series lemma with N = L, and `hcoef` is the arithmetic 2·2L/L! = 4/(L−1)!.

Q: Are both hypotheses needed?

A: Take L = 1, which is odd. The definition then gives the 1×1 matrix with entry 1, so the difference is 2 sinh(x), and its quotient by x tends to 2, whereas the formula would give 4. Some condition must therefore exclude L = 1, and among odd L that is the same as asking for L ≥ 3. For oddness, take L = 4: the difference is zero for every x, whereas the formula would give 2/3. The vanishing holds on every even ring with L ≥ 3, at every temperature:

```lean
/-- On an even ring of at least three sites, the partition function does not depend on the
sign of the hopping at any temperature. -/
theorem sign_invisible_of_even (hL : 3 ≤ L) (heven : Even L) (x : ℝ) :
    partitionFn L (-x) = partitionFn L x := by
  refine (hasSum_trace_exp (ringHop L) (-x)).unique ?_
  change HasSum _ (NormedSpace.exp (x • ringHop L)).trace
  convert hasSum_trace_exp (ringHop L) x using 1
  funext n
  rcases Nat.even_or_odd n with he | ho
  · rw [he.neg_pow]
  · -- an odd number of hops never closes on an even ring
    have hz : (ringHop L ^ n).trace = 0 := by
      rw [trace_pow hL]
      refine Finset.sum_eq_zero fun m _ => if_neg ?_
      rintro ⟨c, hc⟩
      obtain ⟨k, hk⟩ := ho
      obtain ⟨l, hl⟩ := heven
      have hLc : (L : ℤ) * c = 2 * ((l : ℤ) * c) := by
        rw [hl]
        push_cast
        ring
      omega
    rw [hz, zero_div, zero_mul, zero_mul]

end

end RingHoppingSign
```

An odd number of hops gives an odd displacement, which is never a multiple of an even L. All odd moments vanish, the series for x and −x agree term by term, and a series has only one sum.

```lean
#print axioms RingHoppingSign.sign_felt_at_order_L
#print axioms RingHoppingSign.sign_invisible_of_even
```

```
'RingHoppingSign.sign_felt_at_order_L' depends on axioms: [propext, Classical.choice, Quot.sound]
'RingHoppingSign.sign_invisible_of_even' depends on axioms: [propext, Classical.choice, Quot.sound]
```

Q: What does this tell someone who runs world-line Monte Carlo?

A: For one free particle on an odd ring with t < 0 in H = −tK, closed paths with an odd number of hops carry negative weight. If one samples with the absolute values of the weights, the average sign is Z(−x)/Z(x) with x = β|t|, and its deviation from 1 starts at order L.

Q: And what should I not read into it?

A: The limit is taken at fixed L. It gives no error bound at a given temperature, and it says nothing about how small x must be as the ring grows. Nor does it address several fermions, whose exchange brings signs of a different origin.
